# At non-real squared frequency, a rank-one lattice defect scatters with bounded amplitude, however strong it is

Replace one spring in a harmonic crystal by a stiffer one, and lattice waves scatter from it. To lowest order, the Born approximation, the scattering amplitude equals the change c in the spring's strength, so it grows without limit as the spring stiffens. Repeated scattering from the same defect changes the answer. Its series in powers of c diverges for a strong defect, but the amplitude also obeys a closed equation, which is solved here for every real c.

Let H be the Hermitian dynamical matrix of a finite perfect lattice, in mass-weighted coordinates, and z a non-real squared frequency. The imaginary part of z stands for a small damping or a numerical broadening. A nonzero vector a describes the displacement pattern that the defect acts on; for a spring it is the stretching of the bond. The real number c is the defect's strength, and the perturbed matrix is H + c a a†. Define

G = (z − H)⁻¹,  g = a† G a,  T = c/(1 − cg).

The claim is that Im g ≠ 0, that T is well defined, and that

(z − H − c a a†)⁻¹ = G + T G a a† G,
Im T = |T|² Im g,
|T| ≤ 1/|Im g|.

## From a real expectation value to a bounded amplitude

For any vector u, the number u†Hu equals its own complex conjugate, because H is Hermitian. Writing ‖u‖² = Σ|uᵢ|², we get

Im u†(z − H)u = Im z ‖u‖².

If (z − H)v = 0, the left side vanishes for u = v. Since Im z ≠ 0, v = 0. Hence z − H is invertible and G exists.

Now take u = Ga. Then (z − H)u = a, so u ≠ 0. Also g = a†u is the conjugate of u†a = u†(z − H)u, which gives

Im g = −Im z ‖Ga‖² ≠ 0.

If 1 − cg were zero, its imaginary part would give c Im g = 0, hence c = 0, and then 1 = 0. So T is defined, and multiplying out T(1 − cg) = c gives the equation of repeated scattering:

T = c + c g T.

For the perturbed Green matrix, write M = z − H and P = a a†. Then PGP = a(a†Ga)a† = gP, and

(M − cP)(G + T GPG)
= 1 + T PG − c PG − cT PGPG
= 1 + (T − c − cgT) PG
= 1.

A right inverse of a square matrix is its inverse, so the first formula holds.

For the second, write the scattering equation as T = c(1 + gT) and multiply by the conjugate of 1 + gT. The right side becomes c|1 + gT|², which is real. The left side becomes T + |T|² g*, where g* is the conjugate of g. Its imaginary part must vanish:

Im T − |T|² Im g = 0.

Since |Im T| ≤ |T|, this gives |T|² |Im g| ≤ |T|. Dividing by |T| yields the bound; for T = 0 it is immediate.

The bound is attained exactly at the resonance c Re g = 1. Indeed |T| = |c|/|1 − cg|, so equality means |c Im g| = |1 − cg|. Squaring gives

(c Im g)² = (1 − c Re g)² + (c Im g)²,

which holds exactly when c Re g = 1. Finally, for c > 0 we have T = 1/(1/c − g), which tends to −1/g as c → ∞.

## The lattice, the defect and the amplitude in Lean

The finite type `n` labels the displacement coordinates, and vectors and matrices have complex entries.

```lean
import Mathlib

open Matrix Filter Topology

namespace DefectScattering

noncomputable section

variable {n : Type*} [Fintype n] [DecidableEq n]
```

The Green matrix is a matrix inverse. Lean gives a singular matrix the inverse zero, so the invertibility of z − H has to be proved before `green` carries its physical meaning.

```lean
/-- The Green matrix `G = (z - H)⁻¹` of the perfect lattice, defined where `z - H` is
invertible. -/
def green (H : Matrix n n ℂ) (z : ℂ) : Matrix n n ℂ := (z • (1 : Matrix n n ℂ) - H)⁻¹
```

In the local Green function, `star a` conjugates the left-hand vector.

```lean
/-- The local Green function `g = ⟨a, G a⟩` seen by a defect of shape `a`, defined where
`z - H` is invertible. -/
def localGreen (H : Matrix n n ℂ) (a : n → ℂ) (z : ℂ) : ℂ := star a ⬝ᵥ (green H z *ᵥ a)
```

The matrix `vecMulVec a (star a)` is a a†. The type of `c` makes the strength real, which stands for a defect that neither absorbs nor supplies energy.

```lean
/-- The defect perturbation `c a a†` of strength `c` and shape `a`. -/
def defect (c : ℝ) (a : n → ℂ) : Matrix n n ℂ := (c : ℂ) • vecMulVec a (star a)
```

The vector a need not be normalised. For the unit vector a/‖a‖, the strength is ‖a‖²c, the local Green function g/‖a‖² and the amplitude ‖a‖²T, so the bound keeps its form.

```lean
/-- The scattering amplitude `T = c / (1 - c g)`, defined for `c g ≠ 1`. -/
def tAmplitude (c : ℝ) (g : ℂ) : ℂ := (c : ℂ) / (1 - c * g)
```

## Invertibility and the sign of Im g

The first lemma is the identity for Im u†(z − H)u. Its proof shows that u†Hu equals its conjugate, rewrites u†u as a real sum, and expands the product.

```lean
/-- For Hermitian `H`, the imaginary part of `⟨u, (z - H) u⟩` is `Im z` times the squared
norm of `u`. -/
theorem im_quadratic {H : Matrix n n ℂ} (hH : H.IsHermitian) (z : ℂ) (u : n → ℂ) :
    (star u ⬝ᵥ ((z • (1 : Matrix n n ℂ) - H) *ᵥ u)).im
      = z.im * ∑ i, Complex.normSq (u i) := by
  -- the expectation value of `H` is real
  have hreal : (star u ⬝ᵥ (H *ᵥ u)).im = 0 := by
    have h : star (star u ⬝ᵥ (H *ᵥ u)) = star u ⬝ᵥ (H *ᵥ u) := by
      rw [← Matrix.star_dotProduct, Matrix.star_mulVec, hH.eq, ← Matrix.dotProduct_mulVec]
    exact Complex.conj_eq_iff_im.mp h
  have hnorm : star u ⬝ᵥ u = ((∑ i, Complex.normSq (u i) : ℝ) : ℂ) := by
    rw [dotProduct, Complex.ofReal_sum]
    refine Finset.sum_congr rfl fun i _ => ?_
    exact Complex.normSq_eq_conj_mul_self.symm
  rw [Matrix.sub_mulVec, Matrix.smul_mulVec, Matrix.one_mulVec, dotProduct_sub,
    dotProduct_smul, hnorm, Complex.sub_im, hreal, smul_eq_mul, Complex.im_mul_ofReal,
    sub_zero]
```

Invertibility is expressed by a determinant that is a unit. If the determinant vanished, there would be a nonzero vector `v` in the kernel, and the identity would then equate zero with a nonzero number.

```lean
/-- For Hermitian `H` and non-real `z`, the matrix `z - H` is invertible. -/
theorem isUnit_det_sub {H : Matrix n n ℂ} (hH : H.IsHermitian) {z : ℂ} (hz : z.im ≠ 0) :
    IsUnit (z • (1 : Matrix n n ℂ) - H).det := by
  rw [isUnit_iff_ne_zero]
  intro hdet
  obtain ⟨v, hv, hv0⟩ := Matrix.exists_mulVec_eq_zero_iff.mpr hdet
  have key := im_quadratic hH z v
  rw [hv0, dotProduct_zero, Complex.zero_im] at key
  obtain ⟨i, hi⟩ := Function.ne_iff.mp hv
  have hpos : 0 < ∑ i, Complex.normSq (v i) :=
    Finset.sum_pos' (fun i _ => Complex.normSq_nonneg _)
      ⟨i, Finset.mem_univ i, Complex.normSq_pos.mpr hi⟩
  exact mul_ne_zero hz hpos.ne' key.symm
```

The next lemma applies the identity to Ga. The step `hu` is (z − H)Ga = a, and conjugating the inner product produces the minus sign. The same equation shows that Ga is nonzero.

```lean
/-- For Hermitian `H`, non-real `z` and a nonzero defect shape `a`, the local Green function
has `Im g = -Im z ‖G a‖²`, and this is nonzero. -/
theorem localGreen_im {H : Matrix n n ℂ} (hH : H.IsHermitian) {z : ℂ} (hz : z.im ≠ 0)
    {a : n → ℂ} (ha : a ≠ 0) :
    (localGreen H a z).im = -(z.im * ∑ i, Complex.normSq ((green H z *ᵥ a) i)) ∧
      (localGreen H a z).im ≠ 0 := by
  have hu : (z • (1 : Matrix n n ℂ) - H) *ᵥ (green H z *ᵥ a) = a := by
    rw [green, Matrix.mulVec_mulVec, Matrix.mul_nonsing_inv _ (isUnit_det_sub hH hz),
      Matrix.one_mulVec]
  have key := im_quadratic hH z (green H z *ᵥ a)
  rw [hu] at key
  have him : (localGreen H a z).im
      = -(z.im * ∑ i, Complex.normSq ((green H z *ᵥ a) i)) := by
    rw [localGreen, Matrix.star_dotProduct, Complex.star_def, Complex.conj_im, key]
  refine ⟨him, ?_⟩
  -- `G a` cannot vanish, since `(z - H) G a = a`
  have hne : green H z *ᵥ a ≠ 0 := by
    intro h0
    rw [h0, Matrix.mulVec_zero] at hu
    exact ha hu.symm
  obtain ⟨i, hi⟩ := Function.ne_iff.mp hne
  have hpos : 0 < ∑ i, Complex.normSq ((green H z *ᵥ a) i) :=
    Finset.sum_pos' (fun i _ => Complex.normSq_nonneg _)
      ⟨i, Finset.mem_univ i, Complex.normSq_pos.mpr hi⟩
  rw [him]
  exact neg_ne_zero.mpr (mul_ne_zero hz hpos.ne')
```

## Repeated scattering and the optical identity

With Im g ≠ 0, a real c cannot make the denominator vanish, and clearing the denominator gives the scattering equation.

```lean
/-- If `Im g ≠ 0` and `c` is real, then `1 - c g ≠ 0` and the amplitude solves the
multiple-scattering equation `T = c + c g T`. -/
theorem tAmplitude_eq (c : ℝ) {g : ℂ} (hg : g.im ≠ 0) :
    1 - (c : ℂ) * g ≠ 0 ∧ tAmplitude c g = c + c * g * tAmplitude c g := by
  have hd : 1 - (c : ℂ) * g ≠ 0 := by
    intro h
    have him := congrArg Complex.im h
    have hc : c = 0 := by simpa [hg] using him
    rw [hc] at h
    simp at h
  refine ⟨hd, ?_⟩
  have h : tAmplitude c g * (1 - c * g) = c := div_mul_cancel₀ _ hd
  linear_combination h
```

The identity for Im T holds for every solution of that equation, whatever g is. The proof splits the equation into real and imaginary parts, `hx` and `hy`. The coefficients of `hy` and `hx` in `linear_combination` are 1 + Re(gT) and −Im(gT), so this is the multiplication by the conjugate of 1 + gT done above. The identity shares its name with the relation between forward scattering and the total cross section, but it concerns a single complex number; no outgoing waves or cross sections are defined here.

```lean
/-- Optical theorem: for real `c`, every solution of `T = c + c g T` satisfies
`Im T = |T|² Im g`. -/
theorem optical_theorem {c : ℝ} {g T : ℂ} (h : T = c + c * g * T) :
    T.im = ‖T‖ ^ 2 * g.im := by
  have hx := congrArg Complex.re h
  have hy := congrArg Complex.im h
  simp only [Complex.add_re, Complex.add_im, Complex.mul_re, Complex.mul_im,
    Complex.ofReal_re, Complex.ofReal_im] at hx hy
  rw [Complex.sq_norm, Complex.normSq_apply]
  linear_combination (1 + g.re * T.re - g.im * T.im) * hy
    - (g.re * T.im + g.im * T.re) * hx
```

## The Green matrix of the perturbed lattice

This theorem does not need H to be Hermitian. It assumes that z − H is invertible and that cg ≠ 1. The inner statement `alg` is the multiplication carried out above for general matrices, with PGP = gP as a hypothesis, and `hP` verifies that relation for P = a a†. The right inverse then gives both the invertibility of the perturbed matrix and the formula for its inverse.

```lean
/-- Dyson formula: if `z - H` is invertible and `c g ≠ 1`, then `z - H - c a a†` is invertible
and its inverse is `G + T G a a† G`. -/
theorem dyson {H : Matrix n n ℂ} {z : ℂ} (hM : IsUnit (z • (1 : Matrix n n ℂ) - H).det)
    (a : n → ℂ) (c : ℝ) (hd : 1 - (c : ℂ) * localGreen H a z ≠ 0) :
    IsUnit (z • (1 : Matrix n n ℂ) - H - defect c a).det ∧
      (z • (1 : Matrix n n ℂ) - H - defect c a)⁻¹ = green H z +
        tAmplitude c (localGreen H a z) •
          (green H z * vecMulVec a (star a) * green H z) := by
  -- the algebra of repeated scattering, for a perturbation with `P G P = g P`
  have alg : ∀ (M G P : Matrix n n ℂ) (s g T : ℂ), M * G = 1 → P * G * P = g • P →
      T * (1 - s * g) = s → (M - s • P) * (G + T • (G * P * G)) = 1 := by
    intro M G P s g T hMG hP hT
    have h0 : T - s - s * T * g = 0 := by linear_combination hT
    calc (M - s • P) * (G + T • (G * P * G))
        = M * G + T • (M * G * P * G) - s • (P * G) - (s * T) • (P * G * P * G) := by
          simp only [sub_mul, mul_add, smul_mul_assoc, mul_smul_comm, mul_assoc]
          module
      _ = 1 + (T - s - s * T * g) • (P * G) := by
          rw [hMG, hP, one_mul, smul_mul_assoc]
          module
      _ = 1 := by rw [h0, zero_smul, add_zero]
  have hP : vecMulVec a (star a) * green H z * vecMulVec a (star a)
      = localGreen H a z • vecMulVec a (star a) := by
    rw [mul_assoc, Matrix.mul_vecMulVec, Matrix.vecMulVec_mul_vecMulVec]
    ext i j
    simp only [vecMulVec_apply, Pi.smul_apply, Matrix.smul_apply, smul_eq_mul, localGreen]
    ring
  have h := alg _ _ _ (c : ℂ) _ (tAmplitude c (localGreen H a z))
    (Matrix.mul_nonsing_inv _ hM) hP (div_mul_cancel₀ _ hd)
  exact ⟨Matrix.isUnit_det_of_right_inverse h, Matrix.inv_eq_right_inv h⟩
```

## The bound for every real strength

The main theorem assumes a Hermitian H, a non-real z, a nonzero a and a real c. Its six conclusions are, in order: Im g ≠ 0, a nonzero denominator, invertibility of the perturbed matrix, the formula for its inverse, the optical identity and the bound. The last part of the proof treats T = 0 separately and otherwise cancels one factor of |T|.

```lean
/-- Scattering by a rank-one defect, for Hermitian `H`, non-real `z`, nonzero `a` and real `c`:
`Im g ≠ 0`, `T` is well defined and gives the exact perturbed Green matrix,
`Im T = |T|² Im g`, and `|T| ≤ 1 / |Im g|`. -/
theorem defect_scattering {H : Matrix n n ℂ} (hH : H.IsHermitian) {z : ℂ} (hz : z.im ≠ 0)
    {a : n → ℂ} (ha : a ≠ 0) (c : ℝ) :
    let G := green H z
    let g := localGreen H a z
    let T := tAmplitude c g
    g.im ≠ 0 ∧ 1 - (c : ℂ) * g ≠ 0 ∧
      IsUnit (z • (1 : Matrix n n ℂ) - H - defect c a).det ∧
      (z • (1 : Matrix n n ℂ) - H - defect c a)⁻¹
        = G + T • (G * vecMulVec a (star a) * G) ∧
      T.im = ‖T‖ ^ 2 * g.im ∧ ‖T‖ ≤ 1 / |g.im| := by
  intro G g T
  have hg : g.im ≠ 0 := (localGreen_im hH hz ha).2
  obtain ⟨hd, hT⟩ := tAmplitude_eq c hg
  obtain ⟨hu, hinv⟩ := dyson (isUnit_det_sub hH hz) a c hd
  have hopt : T.im = ‖T‖ ^ 2 * g.im := optical_theorem hT
  refine ⟨hg, hd, hu, hinv, hopt, ?_⟩
  -- the bound follows from the optical theorem and `|Im T| ≤ |T|`
  rw [le_div_iff₀ (abs_pos.mpr hg)]
  rcases (norm_nonneg T).eq_or_lt with h0 | hpos
  · rw [← h0, zero_mul]
    exact zero_le_one
  · have h1 := Complex.abs_im_le_norm T
    rw [hopt, abs_mul, abs_of_nonneg (sq_nonneg ‖T‖)] at h1
    have h2 : ‖T‖ * (‖T‖ * |g.im|) ≤ ‖T‖ * 1 := by linarith
    exact le_of_mul_le_mul_left h2 hpos
```

For a finite, harmonic lattice with one such defect, this gives a check on a numerical T: at each non-real z, it must satisfy both the identity and the bound with the g from which it was computed. The check does not test g itself, since c/(1 − cg) passes for every non-real g. The Born value c fails the identity for every c ≠ 0, since it is real.

The model has limits. A defect that changes several independent displacement patterns, such as an isotope free to move in three directions, in general needs a matrix in place of the number T. An isotope's strength also depends on frequency, whereas c is here a fixed real number. The lattice stays finite and z stays off the real axis; no limit of infinite size or vanishing damping is taken.

## Resonance and the infinitely strong defect

The condition for equality needs only a real c and a number g with Im g ≠ 0. The proof clears denominators, squares both sides and uses `hn`, the expansion of |1 − cg|².

```lean
/-- For `Im g ≠ 0` and real `c`, the amplitude reaches the value `|T| = 1 / |Im g|` exactly
when `c Re g = 1`. -/
theorem bound_attained_iff (c : ℝ) {g : ℂ} (hg : g.im ≠ 0) :
    ‖tAmplitude c g‖ = 1 / |g.im| ↔ c * g.re = 1 := by
  have hn : ‖1 - (c : ℂ) * g‖ ^ 2 = (1 - c * g.re) ^ 2 + (c * g.im) ^ 2 := by
    rw [Complex.sq_norm, Complex.normSq_apply]
    simp only [Complex.sub_re, Complex.sub_im, Complex.one_re, Complex.one_im,
      Complex.mul_re, Complex.mul_im, Complex.ofReal_re, Complex.ofReal_im]
    ring
  rw [tAmplitude, norm_div, div_eq_div_iff (norm_ne_zero_iff.mpr (tAmplitude_eq c hg).1)
    (abs_ne_zero.mpr hg), one_mul, Complex.norm_real, Real.norm_eq_abs, ← abs_mul,
    ← sq_eq_sq₀ (abs_nonneg _) (norm_nonneg _), sq_abs, hn]
  constructor
  · intro h
    have h0 : (1 - c * g.re) ^ 2 = 0 := by linarith
    have h1 : 1 - c * g.re = 0 := pow_eq_zero_iff (two_ne_zero) |>.mp h0
    linarith
  · intro h
    rw [h]
    ring
```

The last theorem puts the two strong-defect behaviours side by side, for any g ≠ 0. The amplitude is rewritten as 1/(1/c − g) for positive c, and continuity of the inverse away from zero gives the limit −1/g. The modulus of the Born value tends to infinity.

```lean
/-- For `g ≠ 0`, as the defect strength `c` grows to infinity the amplitude `T` tends to
`-1 / g`, whereas the modulus of the Born value `c` grows without limit. -/
theorem strong_defect_limit {g : ℂ} (hg : g ≠ 0) :
    Tendsto (fun c : ℝ => tAmplitude c g) atTop (𝓝 (-1 / g)) ∧
      Tendsto (fun c : ℝ => ‖(c : ℂ)‖) atTop atTop := by
  constructor
  · have h1 : Tendsto (fun c : ℝ => ((c⁻¹ : ℝ) : ℂ) - g) atTop (𝓝 (((0 : ℝ) : ℂ) - g)) :=
      ((Complex.continuous_ofReal.tendsto 0).comp tendsto_inv_atTop_zero).sub_const g
    have h2 := h1.inv₀ (by simpa using hg)
    have e : (((0 : ℝ) : ℂ) - g)⁻¹ = -1 / g := by
      rw [Complex.ofReal_zero, zero_sub, inv_neg, neg_div, one_div]
    rw [e] at h2
    refine h2.congr' ?_
    -- for `c ≠ 0` the amplitude is `1 / (1/c - g)`
    filter_upwards [eventually_gt_atTop (0 : ℝ)] with c hc
    have hc' : (c : ℂ) ≠ 0 := Complex.ofReal_ne_zero.mpr hc.ne'
    have h3 : ((c⁻¹ : ℝ) : ℂ) - g = (1 - c * g) / c := by
      rw [Complex.ofReal_inv, eq_div_iff hc', sub_mul, inv_mul_cancel₀ hc', mul_comm g]
    rw [h3, inv_div, tAmplitude]
  · simpa only [Complex.norm_real, Real.norm_eq_abs] using tendsto_abs_atTop_atTop

end

end DefectScattering
```

```lean
#print axioms DefectScattering.defect_scattering
-- 'DefectScattering.defect_scattering' depends on axioms: [propext, Classical.choice, Quot.sound]
#print axioms DefectScattering.bound_attained_iff
-- 'DefectScattering.bound_attained_iff' depends on axioms: [propext, Classical.choice, Quot.sound]
#print axioms DefectScattering.strong_defect_limit
-- 'DefectScattering.strong_defect_limit' depends on axioms: [propext, Classical.choice, Quot.sound]
```
